# All phases have supporting lines exactly when the tie-line slopes are nondecreasing

## Compositions, slopes and voltages

Take phases $0,\dots,n$ of a host material. Phase $i$ contains $x_i$ ions per formula unit of host and has energy $E_i$ per formula unit of host, with $x_0<x_1<\dots<x_n$. For $i<n$ write

$$\Delta_i=x_{i+1}-x_i>0,\qquad s_i=\frac{E_{i+1}-E_i}{\Delta_i}$$

for the composition step and the slope of the tie line between neighbours.

A number $m$ gives a *supporting line* at phase $i$ if $E_i+m(x_j-x_i)\le E_j$ for all $j\le n$. Physically, $m$ is a chemical potential of the ions, each counted with its compensating electrons, at which no listed phase is favoured over phase $i$.

A *mixture* has weights $w_j\ge 0$ with $\sum_j w_j=1$, composition $\sum_j w_jx_j$ and energy $\sum_j w_jE_j$. Phase $i$ is stable against mixtures if none of composition $x_i$ has lower energy.

Let the ions have charge $q>0$ and come from a reservoir, such as a metal electrode, with energy $\mu$ per ion, again counted with its compensating electrons. The average voltage of step $i$ is

$$V_i=-\frac{E_{i+1}-E_i-\mu\Delta_i}{q\Delta_i}=\frac{\mu-s_i}{q}.$$

The choice $\mu=0$, $q=1$ gives $V_i=-s_i$.

## Ordered slopes, stable phases and falling voltages

The following are equivalent: every phase has a supporting line; every phase is stable against mixtures; $s_i\le s_{i+1}$ whenever $i+1<n$; and $V_{i+1}\le V_i$ whenever $i+1<n$.

**From lines to slopes.** Let $m$ support the interior phase $i+1$. Comparison with phases $i$ and $i+2$ gives

$$E_{i+1}-E_i\le m\Delta_i,\qquad m\Delta_{i+1}\le E_{i+2}-E_{i+1}.$$

Dividing by the positive steps yields $s_i\le m\le s_{i+1}$.

**From slopes to lines.** Suppose $s_k\le m$ for $k<i$ and $m\le s_k$ for $i\le k<n$. If $j\ge i$, then

$$E_j-E_i=\sum_{k=i}^{j-1}s_k\Delta_k\ge m(x_j-x_i).$$

If $j<i$, then

$$E_i-E_j=\sum_{k=j}^{i-1}s_k\Delta_k\le m(x_i-x_j),$$

which rearranges to the same supporting inequality. When the slopes are nondecreasing, $m=s_i$ works for $i<n$, and $m=s_{n-1}$ works for the last phase if $n\ge1$. For $n=0$ any $m$ works. For nondecreasing slopes, the admissible values at an interior phase $i+1$ fill exactly the chemical-potential window $[s_i,s_{i+1}]$.

**Mixtures.** If $m$ supports phase $i$, a mixture of composition $x_i$ satisfies

$$\sum_jw_jE_j\ge\sum_jw_j\bigl(E_i+m(x_j-x_i)\bigr)=E_i+m(x_i-x_i)=E_i.$$

Conversely, mix phases $i$ and $i+2$ with the lever-rule weights

$$a=\frac{\Delta_{i+1}}{\Delta_i+\Delta_{i+1}},\qquad b=\frac{\Delta_i}{\Delta_i+\Delta_{i+1}}.$$

The composition is $x_{i+1}$, so stability gives $E_{i+1}\le aE_i+bE_{i+2}$. Multiplying by $\Delta_i+\Delta_{i+1}$ and rearranging,

$$\Delta_{i+1}(E_{i+1}-E_i)\le\Delta_i(E_{i+2}-E_{i+1}),$$

and division by $\Delta_i\Delta_{i+1}$ gives $s_i\le s_{i+1}$.

**Voltages.** Since $V_i-V_{i+1}=(s_{i+1}-s_i)/q$ and $q>0$, nondecreasing slopes are the same as nonincreasing voltages.

**The smallest cases.** For $n=0$ or $n=1$ there is no pair of slopes to compare, and every phase is supported. For $n=2$ the single condition $s_0\le s_1$ says that the middle phase lies on or below the line joining the end members. Equality puts it on that line, and the two voltage steps merge into one plateau.

For computed electrode energies, a voltage that rises from one step to the next as the ion content increases therefore signals that some phase in the list is unstable against mixtures, within a model that has finitely many phases and no interface energy or mixing entropy.

## The development in Lean

```lean
import Mathlib

open Finset

namespace ConvexHullVoltage

noncomputable section
```

Compositions and energies are functions `ℕ → ℝ`, of which only the values at $0,\dots,n$ matter. The first definition is $s_i$.

```lean
/-- Slope of the tie line between the neighbouring phases `i` and `i + 1`. -/
def tieSlope (x E : ℕ → ℝ) (i : ℕ) : ℝ := (E (i + 1) - E i) / (x (i + 1) - x i)
```

`Supports` is the supporting-line condition. It is not strict, so a supporting line may also pass through other phases.

```lean
/-- The line of slope `m` through phase `i` lies on or below all phases `0, ..., n`. -/
def Supports (n : ℕ) (x E : ℕ → ℝ) (i : ℕ) (m : ℝ) : Prop :=
  ∀ j ≤ n, E i + m * (x j - x i) ≤ E j
```

`MixtureStable` quantifies over all weights; `range (n + 1)` is the set $\{0,\dots,n\}$. Stability is relative to the listed phases only.

```lean
/-- No mixture of the phases `0, ..., n` with the composition of phase `i` has lower energy
than phase `i`. -/
def MixtureStable (n : ℕ) (x E : ℕ → ℝ) (i : ℕ) : Prop :=
  ∀ w : ℕ → ℝ, (∀ j, 0 ≤ w j) → ∑ j ∈ range (n + 1), w j = 1 →
    ∑ j ∈ range (n + 1), w j * x j = x i → E i ≤ ∑ j ∈ range (n + 1), w j * E j
```

The voltage keeps $\mu$ and $q$ explicit. It is built from energies, so finite-temperature effects enter only if the supplied $E_i$ or $\mu$ contain them.

```lean
/-- Average voltage of the step from phase `i` to phase `i + 1`, for ions of charge `q` taken
from a reservoir with energy `μ` per ion. -/
def voltage (μ q : ℝ) (x E : ℕ → ℝ) (i : ℕ) : ℝ :=
  -(E (i + 1) - E i - μ * (x (i + 1) - x i)) / (q * (x (i + 1) - x i))
```

The first lemma is $s_i\Delta_i=E_{i+1}-E_i$.

```lean
variable {n : ℕ} {x E : ℕ → ℝ}

/-- The energy change of a step is the tie-line slope times the composition change. -/
theorem tieSlope_mul {i : ℕ} (h : x i < x (i + 1)) :
    tieSlope x E i * (x (i + 1) - x i) = E (i + 1) - E i :=
  div_mul_cancel₀ _ (sub_pos.2 h).ne'
```

In the next theorem, `hx` states that the compositions strictly increase, which excludes two polymorphs at the same composition. The sums over steps become inductions: `right` extends the bound from phase $i$ upwards, and `left` runs from a phase $j$ up to $i$. In each induction step `h3` compares $m\Delta_k$ with $s_k\Delta_k$, and `nlinarith` adds it to the previous bound.

```lean
/-- A line through phase `i` lies on or below all phases if its slope is at least every tie-line
slope to the left and at most every tie-line slope to the right. -/
theorem supports_of_slopes (hx : ∀ i < n, x i < x (i + 1)) {i : ℕ} (hi : i ≤ n) {m : ℝ}
    (hl : ∀ k < i, tieSlope x E k ≤ m)
    (hr : ∀ k, i ≤ k → k < n → m ≤ tieSlope x E k) : Supports n x E i m := by
  -- add up the steps to the right of phase `i`
  have right : ∀ j, i ≤ j → j ≤ n → E i + m * (x j - x i) ≤ E j := by
    intro j hij
    induction j, hij using Nat.le_induction with
    | base => intro _; simp
    | succ k hk ih =>
      intro hkn
      have hxk := hx k (by omega)
      have h1 := ih (by omega)
      have h2 := tieSlope_mul (E := E) hxk
      have h3 := mul_le_mul_of_nonneg_right (hr k hk (by omega)) (sub_pos.2 hxk).le
      nlinarith
  -- add up the steps from a phase `j` on the left up to phase `i`
  have left : ∀ j k, j ≤ k → k ≤ i → E k ≤ E j + m * (x k - x j) := by
    intro j k hjk
    induction k, hjk using Nat.le_induction with
    | base => intro _; simp
    | succ k hk ih =>
      intro hki
      have hxk := hx k (by omega)
      have h1 := ih (by omega)
      have h2 := tieSlope_mul (E := E) hxk
      have h3 := mul_le_mul_of_nonneg_right (hl k (by omega)) (sub_pos.2 hxk).le
      nlinarith
  intro j hj
  rcases le_total i j with h | h
  · exact right j h hj
  · have h1 := left j i h le_rfl
    nlinarith
```

Testing the line at the two neighbours gives the converse bounds. The lemmas `div_le_iff₀` and `le_div_iff₀` clear the positive denominators.

```lean
/-- A supporting line at an interior phase has a slope between those of the two adjacent
tie lines. -/
theorem slopes_of_supports (hx : ∀ i < n, x i < x (i + 1)) {i : ℕ} (hi : i + 1 < n) {m : ℝ}
    (h : Supports n x E (i + 1) m) : tieSlope x E i ≤ m ∧ m ≤ tieSlope x E (i + 1) := by
  have h0 := h i (by omega)
  have h2 := h (i + 1 + 1) (by omega)
  constructor
  · unfold tieSlope
    rw [div_le_iff₀ (sub_pos.2 (hx i (by omega)))]
    nlinarith
  · unfold tieSlope
    rw [le_div_iff₀ (sub_pos.2 (hx (i + 1) hi))]
    nlinarith
```

Ordering of neighbouring slopes extends to any two slopes by transitivity.

```lean
/-- If neighbouring tie-line slopes are ordered, then any two tie-line slopes are ordered. -/
theorem slopes_mono (h : ∀ i, i + 1 < n → tieSlope x E i ≤ tieSlope x E (i + 1)) {i j : ℕ}
    (hij : i ≤ j) : j < n → tieSlope x E i ≤ tieSlope x E j := by
  induction j, hij using Nat.le_induction with
  | base => intro _; exact le_rfl
  | succ k hk ih => intro hkn; exact (ih (by omega)).trans (h k hkn)
```

The main equivalence combines these results. Its forward direction passes through $s_i\le m\le s_{i+1}$; its reverse direction chooses the tie line to the right, or the last tie line for phase $n$. For $n=0$ the expression `n - 1` is $0$, and the slope it names is an arbitrary real number, which suffices.

```lean
/-- Every phase has a supporting line if and only if the tie-line slopes are nondecreasing. -/
theorem all_supported_iff (hx : ∀ i < n, x i < x (i + 1)) :
    (∀ i ≤ n, ∃ m, Supports n x E i m) ↔
      ∀ i, i + 1 < n → tieSlope x E i ≤ tieSlope x E (i + 1) := by
  constructor
  · intro h i hi
    obtain ⟨m, hm⟩ := h (i + 1) hi.le
    exact (slopes_of_supports hx hi hm).1.trans (slopes_of_supports hx hi hm).2
  · intro h i hi
    rcases Nat.lt_or_ge i n with hin | hin
    · -- the tie line to the right supports phase `i`
      exact ⟨tieSlope x E i, supports_of_slopes hx hi
        (fun k hk => slopes_mono h hk.le hin) (fun k hk hkn => slopes_mono h hk hkn)⟩
    · -- the last phase is supported by the last tie line
      exact ⟨tieSlope x E (n - 1), supports_of_slopes hx hi
        (fun k hk => slopes_mono h (by omega) (by omega)) (fun k hk hkn => by omega)⟩
```

The window theorem assumes that all slopes are ordered. Its interior phase is `i + 1`, as in the derivation above.

```lean
/-- For nondecreasing tie-line slopes, the supporting slopes at an interior phase are exactly
those between the slopes of its two adjacent tie lines. -/
theorem supports_iff_window (hx : ∀ i < n, x i < x (i + 1))
    (h : ∀ i, i + 1 < n → tieSlope x E i ≤ tieSlope x E (i + 1)) {i : ℕ} (hi : i + 1 < n)
    (m : ℝ) :
    Supports n x E (i + 1) m ↔ tieSlope x E i ≤ m ∧ m ≤ tieSlope x E (i + 1) := by
  refine ⟨slopes_of_supports hx hi, fun hm => supports_of_slopes hx hi.le ?_ ?_⟩
  · intro k hk
    exact (slopes_mono h (by omega) (by omega)).trans hm.1
  · intro k hk hkn
    exact hm.2.trans (slopes_mono h hk hkn)
```

For mixtures, `hle` averages the supporting inequality with the weights, and `heq` evaluates the average of the line. The total weight `h1` and the composition `hc` then reduce that average to $E_i$.

```lean
/-- A phase with a supporting line is stable against decomposition into any mixture. -/
theorem mixtureStable_of_supports {i : ℕ} {m : ℝ} (hm : Supports n x E i m) :
    MixtureStable n x E i := by
  intro w hw h1 hc
  have hle : ∑ j ∈ range (n + 1), w j * (E i + m * (x j - x i)) ≤
      ∑ j ∈ range (n + 1), w j * E j := by
    refine Finset.sum_le_sum fun j hj => mul_le_mul_of_nonneg_left (hm j ?_) (hw j)
    have := Finset.mem_range.1 hj
    omega
  -- the mixture averages the line to its value at phase `i`
  have heq : (E i - m * x i) * ∑ j ∈ range (n + 1), w j + m * ∑ j ∈ range (n + 1), w j * x j
      = ∑ j ∈ range (n + 1), w j * (E i + m * (x j - x i)) := by
    rw [Finset.mul_sum, Finset.mul_sum, ← Finset.sum_add_distrib]
    exact Finset.sum_congr rfl fun j _ => by ring
  rw [h1, hc] at heq
  linarith
```

In the converse, `w` places the weights $a$ and $b$ on phases $i$ and $i+2$, and `key` evaluates any weighted sum as $af_i+bf_{i+2}$. The stability inequality `hE` is multiplied by $x_{i+2}-x_i$, which leaves the cross-multiplied slope inequality. The other direction takes the line supplied by `all_supported_iff`.

```lean
/-- All phases are stable against decomposition into mixtures if and only if the tie-line slopes
are nondecreasing. -/
theorem all_mixtureStable_iff (hx : ∀ i < n, x i < x (i + 1)) :
    (∀ i ≤ n, MixtureStable n x E i) ↔
      ∀ i, i + 1 < n → tieSlope x E i ≤ tieSlope x E (i + 1) := by
  constructor
  · intro h i hi
    have hp := sub_pos.2 (hx i (by omega))
    have hq := sub_pos.2 (hx (i + 1) hi)
    have hd : 0 < x (i + 1 + 1) - x i := by linarith
    -- lever-rule weights on the two neighbours
    obtain ⟨a, ha⟩ : ∃ a, a = (x (i + 1 + 1) - x (i + 1)) / (x (i + 1 + 1) - x i) := ⟨_, rfl⟩
    obtain ⟨b, hb⟩ : ∃ b, b = (x (i + 1) - x i) / (x (i + 1 + 1) - x i) := ⟨_, rfl⟩
    have ha0 : 0 ≤ a := ha ▸ (div_pos hq hd).le
    have hb0 : 0 ≤ b := hb ▸ (div_pos hp hd).le
    have ha' : a * (x (i + 1 + 1) - x i) = x (i + 1 + 1) - x (i + 1) := by
      rw [ha]; exact div_mul_cancel₀ _ hd.ne'
    have hb' : b * (x (i + 1 + 1) - x i) = x (i + 1) - x i := by
      rw [hb]; exact div_mul_cancel₀ _ hd.ne'
    have hab : a + b = 1 := by
      apply mul_right_cancel₀ hd.ne'
      linear_combination ha' + hb'
    obtain ⟨w, hw⟩ : ∃ w : ℕ → ℝ, w = fun j =>
      (if j = i then a else 0) + (if j = i + 1 + 1 then b else 0) := ⟨_, rfl⟩
    have key : ∀ f : ℕ → ℝ,
        ∑ j ∈ range (n + 1), w j * f j = a * f i + b * f (i + 1 + 1) := by
      intro f
      simp only [hw, add_mul, ite_mul, zero_mul, Finset.sum_add_distrib, Finset.sum_ite_eq',
        Finset.mem_range]
      rw [if_pos (by omega), if_pos (by omega)]
    have hE := h (i + 1) hi.le w
      (fun j => by rw [hw]; dsimp only; split_ifs <;> linarith)
      (by have := key (fun _ => 1); simp only [mul_one] at this; rw [this, hab])
      (by rw [key]; linear_combination hb' + x i * hab)
    rw [key] at hE
    unfold tieSlope
    rw [div_le_div_iff₀ hp hq]
    have h3 := mul_le_mul_of_nonneg_right hE hd.le
    have h4 : (a * E i + b * E (i + 1 + 1)) * (x (i + 1 + 1) - x i) =
        (x (i + 1 + 1) - x (i + 1)) * E i + (x (i + 1) - x i) * E (i + 1 + 1) := by
      linear_combination E i * ha' + E (i + 1 + 1) * hb'
    rw [h4] at h3
    nlinarith
  · intro h i hi
    obtain ⟨m, hm⟩ := (all_supported_iff hx).2 h i hi
    exact mixtureStable_of_supports hm
```

The last theorem holds for every real $\mu$ and every $q>0$. The step `hV` proves $V_i=(\mu-s_i)/q$, after which the slope criterion is translated one inequality at a time.

```lean
/-- For ions of positive charge, every phase has a supporting line if and only if the
intercalation voltage steps are nonincreasing. -/
theorem all_supported_iff_voltage (hx : ∀ i < n, x i < x (i + 1)) (μ : ℝ) {q : ℝ} (hq : 0 < q) :
    (∀ i ≤ n, ∃ m, Supports n x E i m) ↔
      ∀ i, i + 1 < n → voltage μ q x E (i + 1) ≤ voltage μ q x E i := by
  -- the voltage is the reservoir energy minus the slope, per charge
  have hV : ∀ i < n, voltage μ q x E i = (μ - tieSlope x E i) / q := by
    intro i hi
    have hd := (sub_pos.2 (hx i hi)).ne'
    have hs := tieSlope_mul (E := E) (hx i hi)
    unfold voltage
    rw [← hs, div_eq_div_iff (mul_ne_zero hq.ne' hd) hq.ne']
    ring
  rw [all_supported_iff hx]
  refine forall_congr' fun i => forall_congr' fun hi => ?_
  rw [hV i (by omega), hV (i + 1) hi]
  constructor
  · intro h
    exact div_le_div_of_nonneg_right (by linarith) hq.le
  · intro h
    have h1 := le_of_mul_le_mul_right ((div_le_div_iff₀ hq hq).1 h) hq
    linarith

end

end ConvexHullVoltage
```

```lean
#print axioms ConvexHullVoltage.supports_iff_window
#print axioms ConvexHullVoltage.all_mixtureStable_iff
#print axioms ConvexHullVoltage.all_supported_iff_voltage
```

```
'ConvexHullVoltage.supports_iff_window' depends on axioms: [propext, Classical.choice, Quot.sound]
'ConvexHullVoltage.all_mixtureStable_iff' depends on axioms: [propext, Classical.choice, Quot.sound]
'ConvexHullVoltage.all_supported_iff_voltage' depends on axioms: [propext, Classical.choice, Quot.sound]
```
